# The primitive path integral of a confined electron at a point nucleus diverges for every number of beads

The partition integral is taken as a Lebesgue integral with values in $[0,\infty]$, so that divergence is a value it can have. Lean's real-valued integral would return 0 for a non-integrable weight and hide the effect. The beads are also confined to a ball of radius $R$, so an infinite result cannot come from the electron escaping to large distances.

```lean
import Mathlib

open MeasureTheory Metric
open scoped ENNReal NNReal

namespace PrimitiveCoulombPathIntegral

noncomputable section
```

Each bead is a point of Euclidean $\mathbb R^3$.

```lean
/-- The three-dimensional space in which each bead moves. -/
abbrev Space := EuclideanSpace ℝ (Fin 3)
```

A ring of $P\ge 1$ beads is a function `r : Fin P → Space`, with positions $r_0,\dots,r_{P-1}$. Addition in `Fin P` is cyclic, so `r (i + 1)` closes the ring in

$$S(r)=\sum_{i=0}^{P-1}|r_i-r_{i+1}|^2 .$$

For $P=1$ the bead is its own neighbour and $S=0$.

```lean
variable {P : ℕ} [NeZero P]

/-- The sum of squared distances between neighbouring beads of the closed ring. -/
def springSum (r : Fin P → Space) : ℝ := ∑ i, ‖r i - r (i + 1)‖ ^ 2
```

At inverse temperature $\beta$, in an external potential $V$, the primitive weight is

$$\exp\Big(-c\,S(r)-\frac{\beta}{P}\sum_i V(r_i)\Big).$$

For a particle of mass $m$ the spring constant is $c=mP/(2\beta\hbar^2)$. The theorems allow any $c\ge 0$, so this dependence on $P$ is included.

```lean
/-- The primitive Boltzmann weight of a ring of `P` beads with spring constant `c`, at inverse
temperature `β`, in the external potential `V`. -/
def weight (c β : ℝ) (V : Space → ℝ) (r : Fin P → Space) : ℝ :=
  Real.exp (-c * springSum r - β / P * ∑ i, V (r i))
```

The path integral runs over all rings with every $|r_i|<R$. The kinetic normalisation, a finite positive factor, is omitted.

```lean
/-- The primitive path integral with `P` beads, each confined to the ball of radius `R` around
the origin, as a value in `[0, ∞]`. -/
def pathIntegral (P : ℕ) [NeZero P] (c β R : ℝ) (V : Space → ℝ) : ℝ≥0∞ :=
  ∫⁻ r in Set.univ.pi (fun _ : Fin P => ball (0 : Space) R), ENNReal.ofReal (weight c β V r)
```

The nucleus is fixed at the origin and has charge $Z$. In units where the squared elementary charge is absorbed, $V(x)=-Z/|x|$.

```lean
/-- The attraction `-Z/|x|` of an electron to a nucleus of charge `Z` at the origin,
for `x ≠ 0`. -/
def coulomb (Z : ℝ) (x : Space) : ℝ := -Z / ‖x‖
```

For comparison, a softening length $a$ gives $V(x)=-Z/\sqrt{|x|^2+a^2}$.

```lean
/-- The softened attraction `-Z/√(|x|² + a²)` with softening length `a`, for `x` and `a` not
both zero. -/
def softCoulomb (Z a : ℝ) (x : Space) : ℝ := -Z / √(‖x‖ ^ 2 + a ^ 2)
```

## Collapse of the ring onto the nucleus

Suppose all beads lie within $\varepsilon$ of the origin. Then $|r_i-r_{i+1}|\le|r_i|+|r_{i+1}|\le 2\varepsilon$, and summing the squares gives $S\le 4P\varepsilon^2$. The spring sum thus tends to zero, its smallest value, when the whole ring collapses onto the nucleus, so the springs do not prevent this collapse.

```lean
/-- If all beads lie within a distance `ε` of the origin, the spring sum is at most `4 P ε²`. -/
theorem springSum_le {r : Fin P → Space} {ε : ℝ} (h : ∀ i, ‖r i‖ ≤ ε) :
    springSum r ≤ 4 * P * ε ^ 2 := by
  have hi : ∀ i ∈ (Finset.univ : Finset (Fin P)), ‖r i - r (i + 1)‖ ^ 2 ≤ 4 * ε ^ 2 := by
    intro i _
    have h1 : ‖r i - r (i + 1)‖ ≤ 2 * ε := by
      linarith [norm_sub_le (r i) (r (i + 1)), h i, h (i + 1)]
    nlinarith [norm_nonneg (r i - r (i + 1))]
  have hs := Finset.sum_le_sum hi
  rw [Finset.sum_const, Finset.card_univ, Fintype.card_fin, nsmul_eq_mul] at hs
  unfold springSum
  linarith
```

In the same region $1/|r_i|\ge 1/\varepsilon$, so for $\beta,Z\ge 0$

$$\frac{\beta Z}{P}\sum_i\frac1{|r_i|}\ \ge\ \frac{\beta Z}{\varepsilon}.$$

The weight is therefore at least $\exp(\beta Z/\varepsilon-4cP\varepsilon^2)$. Since it is nonnegative, restricting the integral to this region gives a lower bound: that constant times $\mathrm{vol}(B_\varepsilon)^P$, where $B_\varepsilon$ is the ball of radius $\varepsilon\le R$.

In the proof, `setLIntegral_mono'` compares the integrands and `lintegral_mono_set` enlarges the region. The origin is first removed from the small ball, because Lean's division gives `coulomb Z 0` the value 0; the volume is unchanged.

```lean
/-- For `c, β, Z ≥ 0` and `ε ≤ R`, the Coulomb path integral is at least `exp(βZ/ε - 4cPε²)` times
the volume of the ball of radius `ε` to the power `P`. -/
theorem collapse_le_pathIntegral {c β Z R ε : ℝ} (hc : 0 ≤ c) (hβ : 0 ≤ β) (hZ : 0 ≤ Z)
    (hε : ε ≤ R) :
    ENNReal.ofReal (Real.exp (β * Z / ε - 4 * c * P * ε ^ 2)) * volume (ball (0 : Space) ε) ^ P
      ≤ pathIntegral P c β R (coulomb Z) := by
  have hP : (P : ℝ) ≠ 0 := Nat.cast_ne_zero.2 (NeZero.ne P)
  -- the nucleus itself, a null set, is removed from the region of collapse
  have hp : volume (ball (0 : Space) ε \ {0}) = volume (ball (0 : Space) ε) :=
    MeasureTheory.measure_sdiff_null (measure_singleton _)
  have hvol : volume (Set.univ.pi (fun _ : Fin P => ball (0 : Space) ε \ {0}))
      = volume (ball (0 : Space) ε) ^ P := by
    rw [volume_pi_pi, Finset.prod_const, hp, Finset.card_univ, Fintype.card_fin]
  have hS : MeasurableSet (Set.univ.pi (fun _ : Fin P => ball (0 : Space) ε \ {0})) :=
    MeasurableSet.univ_pi fun _ => measurableSet_ball.diff (measurableSet_singleton _)
  rw [← hvol, ← setLIntegral_const]
  refine (setLIntegral_mono' hS fun r hr => ?_).trans
    (lintegral_mono_set (Set.pi_mono fun _ _ => Set.sdiff_subset.trans (ball_subset_ball hε)))
  have hlt : ∀ i, ‖r i‖ < ε := fun i => mem_ball_zero_iff.1 (hr i (Set.mem_univ i)).1
  have hpos : ∀ i, 0 < ‖r i‖ := fun i => norm_pos_iff.2 (hr i (Set.mem_univ i)).2
  refine ENNReal.ofReal_le_ofReal (Real.exp_le_exp.2 ?_)
  have h1 := mul_le_mul_of_nonneg_left (springSum_le fun i => (hlt i).le) hc
  -- every bead feels at least the attraction at distance `ε`
  have h2 : ∑ i, coulomb Z (r i) ≤ P * (-(Z / ε)) := by
    have hs := Finset.sum_le_sum (s := Finset.univ) (f := fun i => coulomb Z (r i))
      (g := fun _ : Fin P => -(Z / ε)) (fun i _ => by
        have := div_le_div_of_nonneg_left hZ (hpos i) (hlt i).le
        simp only [coulomb, neg_div]
        linarith)
    rwa [Finset.sum_const, Finset.card_univ, Fintype.card_fin, nsmul_eq_mul] at hs
  have h3 := mul_le_mul_of_nonneg_left h2 (div_nonneg hβ (Nat.cast_nonneg P))
  have h4 : β / P * (P * (-(Z / ε))) = -(β * Z / ε) := by
    rw [← mul_assoc, div_mul_cancel₀ _ hP]
    ring
  linarith
```

The available volume shrinks only as a power of $\varepsilon$. For $a>0$ (here any positive number), one term of the exponential series gives

$$e^{a/\varepsilon}\varepsilon^n\ \ge\ \frac{(a/\varepsilon)^{n+1}}{(n+1)!}\,\varepsilon^n=\frac{K}{\varepsilon},\qquad K=\frac{a^{n+1}}{(n+1)!}.$$

Given a bound $B$ and a length $\delta>0$, the choice $\varepsilon=\min(\delta,K/(|B|+1))$ makes this at least $|B|+1\ge B$.

```lean
/-- For `a > 0`, `δ > 0`, every natural number `n` and every real `B`, the product `exp(a/ε) εⁿ` is
at least `B` at some `ε` with `0 < ε ≤ δ`. -/
theorem exp_beats_volume {a δ : ℝ} (ha : 0 < a) (hδ : 0 < δ) (n : ℕ) (B : ℝ) :
    ∃ ε, 0 < ε ∧ ε ≤ δ ∧ B ≤ Real.exp (a / ε) * ε ^ n := by
  obtain ⟨K, hK⟩ : ∃ K : ℝ, K = a ^ (n + 1) / (n + 1).factorial := ⟨_, rfl⟩
  have hK0 : 0 < K := by rw [hK]; positivity
  have hB : 0 < |B| + 1 := by positivity
  have hε : 0 < min δ (K / (|B| + 1)) := lt_min hδ (div_pos hK0 hB)
  refine ⟨min δ (K / (|B| + 1)), hε, min_le_left _ _, ?_⟩
  have hle := min_le_right δ (K / (|B| + 1))
  generalize min δ (K / (|B| + 1)) = ε at hε hle
  -- keep a single term of the exponential series
  have h1 := Real.pow_div_factorial_le_exp (a / ε) (div_pos ha hε).le (n + 1)
  have h2 : (a / ε) ^ (n + 1) / (n + 1).factorial * ε ^ n = K / ε := by
    rw [hK, div_pow, pow_succ ε n]
    field_simp
  have h3 : |B| + 1 ≤ K / ε := by
    rw [le_div_iff₀ hε, mul_comm]
    exact (le_div_iff₀ hB).1 hle
  have h4 := mul_le_mul_of_nonneg_right h1 (pow_pos hε n).le
  linarith [le_abs_self B]
```

Let $w$ be the volume of the unit ball, so $\mathrm{vol}(B_\varepsilon)=w\varepsilon^3$. Because $\varepsilon\le R$, the collapsed region contributes at least

$$D\,e^{\beta Z/\varepsilon}\varepsilon^{3P},\qquad D=e^{-4cPR^2}w^P>0 .$$

For any finite $b\ge 0$, the previous step with $a=\beta Z$, $n=3P$, $\delta=R$ and $B=b/D$ makes this at least $b$. The integral exceeds every finite bound, so it is infinite.

For one electron at a fixed point nucleus, a path-integral simulation with the primitive weight thus has no normalisable distribution to sample, and adding beads does not help. The divergence comes from the primitive approximation: the exact quantum partition function of an electron confined to the ball is finite.

```lean
/-- The primitive path integral of an electron attracted by a point nucleus, `Z > 0`, is infinite at
every bead number, every `c ≥ 0`, every `β > 0` and every confinement radius `R > 0`. -/
theorem pathIntegral_coulomb_eq_top (P : ℕ) [NeZero P] {c β Z R : ℝ} (hc : 0 ≤ c) (hβ : 0 < β)
    (hZ : 0 < Z) (hR : 0 < R) : pathIntegral P c β R (coulomb Z) = ∞ := by
  refine ENNReal.eq_top_of_forall_nnreal_le fun b => ?_
  obtain ⟨w, hw, hwv⟩ : ∃ w : ℝ, 0 < w ∧ volume (ball (0 : Space) 1) = ENNReal.ofReal w :=
    ⟨_, ENNReal.toReal_pos (measure_ball_pos volume _ one_pos).ne' measure_ball_lt_top.ne,
      (ENNReal.ofReal_toReal measure_ball_lt_top.ne).symm⟩
  have hD : 0 < Real.exp (-(4 * c * P * R ^ 2)) * w ^ P := by positivity
  obtain ⟨ε, hε, hεR, hB⟩ := exp_beats_volume (mul_pos hβ hZ) hR (3 * P)
    (b / (Real.exp (-(4 * c * P * R ^ 2)) * w ^ P))
  refine le_trans ?_ (collapse_le_pathIntegral hc hβ.le hZ.le hεR)
  have hv : volume (ball (0 : Space) ε) = ENNReal.ofReal (ε ^ 3 * w) := by
    rw [Measure.addHaar_ball volume _ hε.le, finrank_euclideanSpace_fin, hwv,
      ← ENNReal.ofReal_mul (by positivity)]
  rw [hv, ← ENNReal.ofReal_pow (by positivity), ← ENNReal.ofReal_mul (Real.exp_pos _).le,
    ← ENNReal.ofReal_coe_nnreal (p := b)]
  refine ENNReal.ofReal_le_ofReal (((div_le_iff₀ hD).1 hB).trans ?_)
  calc Real.exp (β * Z / ε) * ε ^ (3 * P) * (Real.exp (-(4 * c * P * R ^ 2)) * w ^ P)
      = Real.exp (β * Z / ε - 4 * c * P * R ^ 2) * (ε ^ 3 * w) ^ P := by
        rw [mul_pow, ← pow_mul, sub_eq_add_neg, Real.exp_add]
        ring
    _ ≤ Real.exp (β * Z / ε - 4 * c * P * ε ^ 2) * (ε ^ 3 * w) ^ P := by gcongr
```

## Potentials bounded below

If $V\ge -M$ inside the confining ball and $c,\beta\ge 0$, then $-cS\le 0$ and $-\frac{\beta}{P}\sum_i V(r_i)\le\beta M$. The integral is at most $e^{\beta M}\,\mathrm{vol}(B_R)^P$.

```lean
/-- If the potential is at least `-M` inside the confining ball, the path integral is at most
`exp(βM)` times the volume of the ball to the power `P`, for `c, β ≥ 0`. -/
theorem pathIntegral_le_of_bounded {c β R M : ℝ} {V : Space → ℝ} (hc : 0 ≤ c) (hβ : 0 ≤ β)
    (hV : ∀ x ∈ ball (0 : Space) R, -M ≤ V x) :
    pathIntegral P c β R V
      ≤ ENNReal.ofReal (Real.exp (β * M)) * volume (ball (0 : Space) R) ^ P := by
  have hP : (P : ℝ) ≠ 0 := Nat.cast_ne_zero.2 (NeZero.ne P)
  have hvol : volume (Set.univ.pi (fun _ : Fin P => ball (0 : Space) R))
      = volume (ball (0 : Space) R) ^ P := by
    rw [volume_pi_pi, Finset.prod_const, Finset.card_univ, Fintype.card_fin]
  rw [← hvol, ← setLIntegral_const]
  refine setLIntegral_mono' (MeasurableSet.univ_pi fun _ => measurableSet_ball) fun r hr => ?_
  refine ENNReal.ofReal_le_ofReal (Real.exp_le_exp.2 ?_)
  have h1 : 0 ≤ c * springSum r := mul_nonneg hc (Finset.sum_nonneg fun i _ => sq_nonneg _)
  have h2 := Finset.sum_le_sum (s := Finset.univ) (f := fun _ : Fin P => -M)
    (g := fun i => V (r i)) (fun i _ => hV _ (hr i (Set.mem_univ i)))
  rw [Finset.sum_const, Finset.card_univ, Fintype.card_fin, nsmul_eq_mul] at h2
  have h3 := mul_le_mul_of_nonneg_left h2 (div_nonneg hβ (Nat.cast_nonneg P))
  rw [← mul_assoc, div_mul_cancel₀ _ hP] at h3
  linarith
```

For $Z\le 0$ the Coulomb potential is nonnegative, so $M=0$ gives a finite integral. For $Z>0$ the integral diverges. With $\beta,R>0$ and $c\ge 0$, the sign of the charge alone decides.

```lean
/-- For `β, R > 0` and `c ≥ 0`, the primitive Coulomb path integral is finite exactly when the
central charge does not attract the particle, `Z ≤ 0`. -/
theorem pathIntegral_coulomb_lt_top_iff (P : ℕ) [NeZero P] {c β Z R : ℝ} (hc : 0 ≤ c)
    (hβ : 0 < β) (hR : 0 < R) : pathIntegral P c β R (coulomb Z) < ∞ ↔ Z ≤ 0 := by
  constructor
  · intro h
    by_contra hZ
    exact h.ne (pathIntegral_coulomb_eq_top P hc hβ (not_le.1 hZ) hR)
  · intro hZ
    refine (pathIntegral_le_of_bounded (M := 0) hc hβ.le fun x _ => ?_).trans_lt
      (ENNReal.mul_lt_top ENNReal.ofReal_lt_top (ENNReal.pow_lt_top measure_ball_lt_top))
    rw [neg_zero]
    exact div_nonneg (neg_nonneg.2 hZ) (norm_nonneg x)
```

With $a>0$ as softening length, $\sqrt{|x|^2+a^2}\ge a$, hence $V\ge -|Z|/a$, and the upper bound applies with $M=|Z|/a$. The integral is finite for every charge and each $P$; this says nothing about the limit $P\to\infty$ or the error that softening introduces.

```lean
/-- With a softening length `a > 0` the primitive path integral is finite at every bead number
and for every charge `Z`, for `c, β ≥ 0`. -/
theorem pathIntegral_softCoulomb_lt_top (P : ℕ) [NeZero P] {c β a : ℝ} (Z R : ℝ) (hc : 0 ≤ c)
    (hβ : 0 ≤ β) (ha : 0 < a) : pathIntegral P c β R (softCoulomb Z a) < ∞ := by
  refine (pathIntegral_le_of_bounded (M := |Z| / a) hc hβ fun x _ => ?_).trans_lt
    (ENNReal.mul_lt_top ENNReal.ofReal_lt_top (ENNReal.pow_lt_top measure_ball_lt_top))
  -- the softened distance is never shorter than `a`
  have h1 : a ≤ √(‖x‖ ^ 2 + a ^ 2) := Real.le_sqrt_of_sq_le (by nlinarith [sq_nonneg ‖x‖])
  have h2 := div_le_div_of_nonneg_left (abs_nonneg Z) ha h1
  have h3 := div_le_div_of_nonneg_right (le_abs_self Z) (ha.le.trans h1)
  simp only [softCoulomb, neg_div]
  linarith

end

end PrimitiveCoulombPathIntegral
```

```lean
#print axioms PrimitiveCoulombPathIntegral.pathIntegral_coulomb_eq_top
#print axioms PrimitiveCoulombPathIntegral.pathIntegral_coulomb_lt_top_iff
#print axioms PrimitiveCoulombPathIntegral.pathIntegral_softCoulomb_lt_top
```

```
'PrimitiveCoulombPathIntegral.pathIntegral_coulomb_eq_top' depends on axioms: [propext, Classical.choice, Quot.sound]
'PrimitiveCoulombPathIntegral.pathIntegral_coulomb_lt_top_iff' depends on axioms: [propext, Classical.choice, Quot.sound]
'PrimitiveCoulombPathIntegral.pathIntegral_softCoulomb_lt_top' depends on axioms: [propext, Classical.choice, Quot.sound]
```
